# Subtracting the gradient of the line-integral London phase from a C¹ vector potential leaves an integral over the magnetic field

An electron moves in the (x, y) plane through a perpendicular magnetic field of strength b x, with b constant. One vector potential for this field is A = (0, b x²/2). What is left of A for an orbital centred at the origin once a phase factor has absorbed part of it?

Take as phase the line integral of A along the straight segment from the origin to (x, y):

Φ = ∫₀¹ y · b (t x)²/2 dt = b x² y/6

Subtracting its gradient gives

A − ∇Φ = (−b x y/3, b x²/3) = (−y, x) · ∫₀¹ t · (b t x) dt

The last bracket is the field at the point t(x, y) of the segment. What remains of A is therefore fixed by the field between the centre and the electron. The theorems below establish this for every continuously differentiable A in n dimensions. They apply to orbitals that carry this line-integral phase, in uniform or nonuniform fields, for one orbital at a time and a prescribed classical potential.

## Field, phase and residual potential

```lean
import Mathlib

open MeasureTheory Set

namespace LondonOrbitals

noncomputable section

variable {n : ℕ}
```

The number n is the dimension of space. A point is a function `Fin n → ℝ`, that is, n real coordinates numbered from 0 to n − 1.

```lean
/-- The field tensor `F_jk = ∂_j A_k - ∂_k A_j` of a vector potential `A`. -/
def fieldTensor (A : (Fin n → ℝ) → Fin n → ℝ) (j k : Fin n) (x : Fin n → ℝ) : ℝ :=
  fderiv ℝ A x (Pi.single j 1) k - fderiv ℝ A x (Pi.single k 1) j
```

`Pi.single j 1` is the unit vector e_j, and `fderiv ℝ A x v` is the derivative of A at x in the direction v. The definition reads

F_jk = ∂_j A_k − ∂_k A_j

In three dimensions this is the magnetic field written as an antisymmetric tensor, F_jk = Σ_l ε_jkl B_l. In the planar example F_01 = b x.

```lean
/-- A London phase in line-integral form: the line integral of `A` along the straight segment from
`R` to `r`. -/
def londonPhase (A : (Fin n → ℝ) → Fin n → ℝ) (R r : Fin n → ℝ) : ℝ :=
  ∫ t in (0 : ℝ)..1, ∑ j, (r j - R j) * A (R + t • (r - R)) j
```

Write d = r − R and x_t = R + t d, so that x_t runs from the centre R to the point r. The London phase is

Φ(r) = ∫₀¹ Σ_j d_j A_j(x_t) dt

```lean
/-- The residual potential at `r`: the field tensor on the segment from `R` to `r`, contracted with
`r - R` and integrated over `t` from 0 to 1 with weight `t`. -/
def residualPotential (A : (Fin n → ℝ) → Fin n → ℝ) (R r : Fin n → ℝ) (k : Fin n) : ℝ :=
  ∫ t in (0 : ℝ)..1, t * ∑ j, (r j - R j) * fieldTensor A j k (R + t • (r - R))
```

The residual potential is

a_k(r) = ∫₀¹ t Σ_j d_j F_jk(x_t) dt

It contains A only through the field. Textbooks call it the potential in the Poincaré or multipolar gauge about R.

## The electron's momentum and its orbital

```lean
/-- The `k`-th kinetic momentum `-i ∂_k + A_k` of an electron, in atomic units. -/
def kineticMomentum (A : (Fin n → ℝ) → Fin n → ℝ) (k : Fin n)
    (ψ : (Fin n → ℝ) → ℂ) (r : Fin n → ℝ) : ℂ :=
  -Complex.I * fderiv ℝ ψ r (Pi.single k 1) + (A r k : ℂ) * ψ r
```

This is π_k = −i∂_k + A_k, with the plus sign for the electron's charge −1 and with units in which no factor 1/c appears. The potential is an argument of the definition, so a can later take the place of A.

```lean
/-- A London orbital with line-integral phase: the orbital `χ` times the phase factor `exp (-i Φ)`,
where `Φ` is `londonPhase A R`. -/
def londonOrbital (A : (Fin n → ℝ) → Fin n → ℝ) (R : Fin n → ℝ)
    (χ : (Fin n → ℝ) → ℂ) (r : Fin n → ℝ) : ℂ :=
  Complex.exp (-Complex.I * (londonPhase A R r : ℂ)) * χ r
```

The London orbital is exp(−iΦ) χ, where χ is any complex function, for instance an atomic orbital centred at R. The name is used here in a broad sense. The usual London factor is exp(−i A(R)·r), whose phase is linear in r. For a uniform field in the symmetric gauge, A = ½ B × (r − O) with O a fixed point, the two factors agree up to a constant phase. In general they differ, and the theorems below concern the line integral.

## Differentiating the phase

```lean
variable {A : (Fin n → ℝ) → Fin n → ℝ}

/-- Along a straight segment, the components of a continuously differentiable potential
and of its directional derivatives vary continuously. -/
theorem continuous_along_segment (hA : ContDiff ℝ 1 A) (R r v : Fin n → ℝ) (j : Fin n) :
    Continuous (fun t : ℝ => A (R + t • (r - R)) j) ∧
    Continuous (fun t : ℝ => fderiv ℝ A (R + t • (r - R)) v j) := by
  have hp : Continuous (fun t : ℝ => R + t • (r - R)) := by fun_prop
  have hD : Continuous (fun t : ℝ => fderiv ℝ A (R + t • (r - R))) :=
    (hA.continuous_fderiv (by simp)).comp hp
  exact ⟨(continuous_apply j).comp (hA.continuous.comp hp),
    (continuous_apply j).comp (hD.clm_apply continuous_const)⟩
```

The hypothesis `hA : ContDiff ℝ 1 A` says that A is continuously differentiable on all of space. Physically, the field is continuous and its sources are smeared out; the potential of a point magnetic dipole at a nucleus is excluded. The lemma composes A and its derivative with the continuous path x_t, which makes the integrands below continuous in t.

```lean
/-- For a continuously differentiable potential the London phase is differentiable, and its
derivative in direction `v` is obtained by differentiating under the line integral. -/
theorem londonPhase_derivative (hA : ContDiff ℝ 1 A) (R r : Fin n → ℝ) :
    DifferentiableAt ℝ (londonPhase A R) r ∧ ∀ v, fderiv ℝ (londonPhase A R) r v =
      ∫ t in (0 : ℝ)..1, ∑ j, (v j * A (R + t • (r - R)) j
        + t * (r j - R j) * fderiv ℝ A (R + t • (r - R)) v j) := by
  let P : Fin n → ((Fin n → ℝ) →L[ℝ] ℝ) := fun j => ContinuousLinearMap.proj j
  let G : (Fin n → ℝ) → ℝ → ((Fin n → ℝ) →L[ℝ] ℝ) := fun x t =>
    ∑ j, ((x j - R j) • (P j).comp ((fderiv ℝ A (R + t • (x - R))).comp
      (t • ContinuousLinearMap.id ℝ (Fin n → ℝ))) + A (R + t • (x - R)) j • P j)
  have hG : Continuous (fun p : (Fin n → ℝ) × ℝ => G p.1 p.2) := by
    have hp : Continuous (fun p : (Fin n → ℝ) × ℝ => R + p.2 • (p.1 - R)) := by fun_prop
    have hD : Continuous (fun p : (Fin n → ℝ) × ℝ => fderiv ℝ A (R + p.2 • (p.1 - R))) :=
      (hA.continuous_fderiv (by simp)).comp hp
    refine continuous_finsetSum _ fun j _ => Continuous.add ?_ ?_
    · have hx : Continuous (fun p : (Fin n → ℝ) × ℝ => p.1 j - R j) := by fun_prop
      exact hx.smul (continuous_const.clm_comp
        (hD.clm_comp (continuous_snd.smul continuous_const)))
    · exact Continuous.smul ((continuous_apply j).comp (hA.continuous.comp hp))
        continuous_const
  have hGr : Continuous (G r) := hG.comp (continuous_const.prodMk continuous_id)
  have hF : ∀ x : Fin n → ℝ,
      Continuous (fun t : ℝ => ∑ j, (x j - R j) * A (R + t • (x - R)) j) := fun x =>
    continuous_finsetSum _ fun j _ =>
      continuous_const.mul (continuous_along_segment hA R x 0 j).1
  -- compactness supplies the dominating constant
  obtain ⟨C, hC⟩ := ((isCompact_closedBall r 1).prod
    (isCompact_Icc (a := (0 : ℝ)) (b := 1))).exists_bound_of_continuousOn hG.continuousOn
  have key : HasFDerivAt (londonPhase A R) (∫ t in (0 : ℝ)..1, G r t) r := by
    refine intervalIntegral.hasFDerivAt_integral_of_dominated_of_fderiv_le
      (F := fun x t => ∑ j, (x j - R j) * A (R + t • (x - R)) j) (F' := G)
      (bound := fun _ => C) (Metric.ball_mem_nhds r one_pos)
      (Filter.Eventually.of_forall fun x => (hF x).aestronglyMeasurable)
      ((hF r).intervalIntegrable 0 1) hGr.aestronglyMeasurable
      (Filter.Eventually.of_forall fun t ht x hx => ?_)
      (continuous_const.intervalIntegrable 0 1)
      (Filter.Eventually.of_forall fun t _ x _ => ?_)
    · rw [uIoc_of_le zero_le_one] at ht
      exact hC (x, t) ⟨Metric.ball_subset_closedBall hx, ht.1.le, ht.2⟩
    · refine HasFDerivAt.fun_sum fun j _ => ?_
      have hl : HasFDerivAt (fun y : Fin n → ℝ => R + t • (y - R))
          (t • ContinuousLinearMap.id ℝ (Fin n → ℝ)) x :=
        (((hasFDerivAt_id x).sub_const R).const_smul t).const_add R
      have hd := ((hA.differentiable (by simp)) (R + t • (x - R))).hasFDerivAt.comp x hl
      have hc : HasFDerivAt (fun y : Fin n → ℝ => y j - R j) (P j) x :=
        (P j).hasFDerivAt.sub_const (R j)
      exact hc.mul ((P j).hasFDerivAt.comp x hd)
  refine ⟨key.differentiableAt, fun v => ?_⟩
  rw [key.fderiv, ContinuousLinearMap.intervalIntegral_apply (hGr.intervalIntegrable 0 1)]
  refine intervalIntegral.integral_congr fun t _ => ?_
  simp only [G, P, _root_.sum_apply]
  refine Finset.sum_congr rfl fun j _ => ?_
  simp
  ring
```

By the product and chain rules, the integrand of Φ has the derivative in direction v

Σ_j [ v_j A_j(x_t) + t d_j (∂_v A_j)(x_t) ]

The factor t appears because moving r by v moves x_t by t v. To exchange derivative and integral, it is enough to bound the derivative of the integrand near r. That derivative is jointly continuous in the endpoint and t, so it is bounded on the compact set formed by a closed ball around r and the interval [0, 1]. For v = e_k the result is

∂_k Φ(r) = ∫₀¹ [ A_k(x_t) + t Σ_j d_j (∂_k A_j)(x_t) ] dt

In the proof, `G` is the derivative of the integrand as a linear map, `hG` its continuity and `C` the bound. The step `key` performs the exchange, and the closing lines apply the linear map to v. The theorem also states that Φ is differentiable. This matters because `fderiv` returns zero at points where a function has no derivative.

## Writing the potential as an integral

```lean
/-- A continuously differentiable potential at `r` is recovered from its values and its
radial derivative on the segment from `R` to `r`. -/
theorem potential_eq_integral (hA : ContDiff ℝ 1 A) (R r : Fin n → ℝ) (k : Fin n) :
    A r k = ∫ t in (0 : ℝ)..1, (A (R + t • (r - R)) k
      + t * fderiv ℝ A (R + t • (r - R)) (r - R) k) := by
  have hd : ∀ t : ℝ, HasDerivAt (fun s : ℝ => s * A (R + s • (r - R)) k)
      (A (R + t • (r - R)) k + t * fderiv ℝ A (R + t • (r - R)) (r - R) k) t := by
    intro t
    have hl : HasDerivAt (fun s : ℝ => R + s • (r - R)) (r - R) t :=
      (((hasDerivAt_id t).smul_const (r - R)).const_add R).congr_deriv (one_smul ℝ _)
    have h := ((hA.differentiable (by simp)) (R + t • (r - R))).hasFDerivAt.comp_hasDerivAt t hl
    exact ((hasDerivAt_id t).mul (hasDerivAt_pi.mp h k)).congr_deriv (by simp)
  obtain ⟨h1, h2⟩ := continuous_along_segment hA R r (r - R) k
  rw [intervalIntegral.integral_eq_sub_of_hasDerivAt (fun t _ => hd t)
    ((h1.add (continuous_id.mul h2)).intervalIntegrable 0 1)]
  simp
```

Differentiate t A_k(x_t) with respect to t:

d/dt [ t A_k(x_t) ] = A_k(x_t) + t (∂_d A_k)(x_t)

Integrating from 0 to 1 leaves A_k(r) on the left, since the lower limit contributes zero. In Lean, `hd` is the derivative, and `integral_eq_sub_of_hasDerivAt` is the fundamental theorem of calculus.

## Only the field survives

```lean
/-- For a continuously differentiable potential, subtracting the gradient of the London phase
leaves the residual potential, `A_k - ∂_k Φ = ∫₀¹ t ∑_j (r-R)_j F_jk(R + t(r-R)) dt`. -/
theorem potential_sub_grad_londonPhase (hA : ContDiff ℝ 1 A) (R r : Fin n → ℝ) (k : Fin n) :
    A r k - fderiv ℝ (londonPhase A R) r (Pi.single k 1) =
      ∫ t in (0 : ℝ)..1, t * ∑ j, (r j - R j) * fieldTensor A j k (R + t • (r - R)) := by
  have hc := continuous_along_segment hA R r
  have i1 : IntervalIntegrable (fun t : ℝ => A (R + t • (r - R)) k
      + t * fderiv ℝ A (R + t • (r - R)) (r - R) k) volume 0 1 := by
    refine Continuous.intervalIntegrable ?_ 0 1
    exact (hc 0 k).1.add (continuous_id.mul (hc (r - R) k).2)
  have i2 : IntervalIntegrable (fun t : ℝ => ∑ j,
      ((Pi.single k 1 : Fin n → ℝ) j * A (R + t • (r - R)) j
        + t * (r j - R j) * fderiv ℝ A (R + t • (r - R)) (Pi.single k 1) j)) volume 0 1 := by
    refine Continuous.intervalIntegrable (continuous_finsetSum _ fun j _ => ?_) 0 1
    have ht : Continuous (fun t : ℝ => t * (r j - R j)) := by fun_prop
    exact (continuous_const.mul (hc 0 j).1).add (ht.mul (hc (Pi.single k 1) j).2)
  rw [(londonPhase_derivative hA R r).2, potential_eq_integral hA R r k,
    ← intervalIntegral.integral_sub i1 i2]
  refine intervalIntegral.integral_congr fun t _ => ?_
  -- expand the radial derivative in coordinate directions
  have hv : r - R = ∑ j, (r - R) j • (Pi.single j 1 : Fin n → ℝ) := by
    ext i
    simp [Finset.sum_apply, Pi.single_apply]
  have hL : ∀ L : (Fin n → ℝ) →L[ℝ] (Fin n → ℝ),
      L (r - R) k = ∑ j, (r j - R j) * L (Pi.single j 1) k := by
    intro L
    conv_lhs => rw [hv]
    simp only [map_sum, map_smul, Finset.sum_apply, Pi.smul_apply, smul_eq_mul, Pi.sub_apply]
  have h1 : ∑ j, (Pi.single k 1 : Fin n → ℝ) j * A (R + t • (r - R)) j
      = A (R + t • (r - R)) k := by simp [Pi.single_apply]
  simp only [Finset.sum_add_distrib, h1, hL, fieldTensor, Finset.mul_sum]
  rw [add_sub_add_left_eq_sub, ← Finset.sum_sub_distrib]
  exact Finset.sum_congr rfl fun j _ => by ring
```

Expand the directional derivative as ∂_d A_k = Σ_j d_j ∂_j A_k and subtract the two integrals. The terms A_k(x_t) cancel:

A_k(r) − ∂_k Φ(r) = ∫₀¹ t Σ_j d_j [ ∂_j A_k − ∂_k A_j ](x_t) dt

The bracket is F_jk, so the right side is a_k(r). In one dimension F vanishes and the phase absorbs A completely.

The facts `i1` and `i2` state that both integrands are integrable, which allows the integrals to be combined. Then `hL` expands the derivative along d in coordinates, and `h1` picks the k-th term out of the sum over unit-vector components.

## Moving the phase past the momentum

```lean
/-- For a continuously differentiable potential and an orbital differentiable at `r`, the kinetic
momentum of the London orbital is the phase factor times that of `χ` in the residual potential. -/
theorem kineticMomentum_londonOrbital (hA : ContDiff ℝ 1 A) (R r : Fin n → ℝ) (k : Fin n)
    {χ : (Fin n → ℝ) → ℂ} (hχ : DifferentiableAt ℝ χ r) :
    kineticMomentum A k (londonOrbital A R χ) r =
      Complex.exp (-Complex.I * (londonPhase A R r : ℂ)) *
        kineticMomentum (residualPotential A R) k χ r := by
  have hΦ := Complex.ofRealCLM.hasFDerivAt.comp r (londonPhase_derivative hA R r).1.hasFDerivAt
  have h : HasFDerivAt (londonOrbital A R χ) _ r :=
    ((hΦ.const_mul (-Complex.I)).cexp).mul hχ.hasFDerivAt
  have hm : residualPotential A R r k =
      A r k - fderiv ℝ (londonPhase A R) r (Pi.single k 1) :=
    (potential_sub_grad_londonPhase hA R r k).symm
  simp only [kineticMomentum, h.fderiv, hm, londonOrbital, add_apply,
    smul_apply, ContinuousLinearMap.comp_apply, Function.comp_apply,
    Complex.ofRealCLM_apply, smul_eq_mul, Complex.ofReal_sub]
  linear_combination (Complex.exp (-Complex.I * (londonPhase A R r : ℂ)) * χ r *
    (fderiv ℝ (londonPhase A R) r (Pi.single k 1) : ℂ)) * Complex.I_sq
```

The product rule gives

−i∂_k (exp(−iΦ) χ) = exp(−iΦ) [ −i∂_k χ − (∂_k Φ) χ ]

Adding A_k exp(−iΦ) χ and using the previous theorem yields

π_k[A] (exp(−iΦ) χ) = exp(−iΦ) π_k[a] χ

The orbital χ has to be differentiable at r. A Gaussian is differentiable everywhere, while a 1s Slater function has a cusp at its nucleus, so the theorem applies to it only away from that point. In the proof, `h` is the product rule, `hm` replaces A_k − ∂_k Φ by a_k, and the last step uses i² = −1.

## No component along the displacement

```lean
/-- The residual potential of a continuously differentiable `A` has no component
along `r - R`. -/
theorem residualPotential_radial (hA : ContDiff ℝ 1 A) (R r : Fin n → ℝ) :
    ∑ k, (r k - R k) * residualPotential A R r k = 0 := by
  have hc := continuous_along_segment hA R r
  have hi : ∀ k ∈ (Finset.univ : Finset (Fin n)), IntervalIntegrable (fun t : ℝ =>
      (r k - R k) * (t * ∑ j, (r j - R j) * fieldTensor A j k (R + t • (r - R))))
      volume 0 1 := by
    intro k _
    have hs : ∀ j, Continuous (fun t : ℝ => fieldTensor A j k (R + t • (r - R))) :=
      fun j => (hc (Pi.single j 1) k).2.sub (hc (Pi.single k 1) j).2
    refine Continuous.intervalIntegrable ?_ 0 1
    exact continuous_const.mul (continuous_id.mul
      (continuous_finsetSum _ fun j _ => continuous_const.mul (hs j)))
  simp only [residualPotential, ← intervalIntegral.integral_const_mul]
  rw [← intervalIntegral.integral_finsetSum hi]
  -- the double contraction of an antisymmetric tensor equals its own negative
  have hz : ∀ t : ℝ, ∑ k, (r k - R k) *
      (t * ∑ j, (r j - R j) * fieldTensor A j k (R + t • (r - R))) = 0 := by
    intro t
    simp only [Finset.mul_sum]
    have hneg : ∀ x : ℝ, x = -x → x = 0 := fun x hx => by linarith
    refine hneg _ ?_
    conv_lhs => rw [Finset.sum_comm]
    simp only [← Finset.sum_neg_distrib]
    refine Finset.sum_congr rfl fun j _ => Finset.sum_congr rfl fun k _ => ?_
    simp only [fieldTensor]
    ring
  simp only [hz, intervalIntegral.integral_zero]
```

Contracting a with d gives

Σ_k d_k a_k(r) = ∫₀¹ t Σ_jk d_j d_k F_jk(x_t) dt = 0

because d_j d_k is symmetric and F_jk antisymmetric. Lean swaps the two summations, finds that the double sum equals its own negative, and concludes through `hneg` that it is zero. In the planar example this says that (−y, x) is perpendicular to (x, y).

## The uniform field

```lean
/-- If a continuously differentiable potential has the uniform field tensor `B`, subtracting
the gradient of the London phase leaves `½ ∑_j (r-R)_j B_jk`. -/
theorem uniform_field (hA : ContDiff ℝ 1 A) (B : Fin n → Fin n → ℝ)
    (hB : ∀ j k x, fieldTensor A j k x = B j k) (R r : Fin n → ℝ) (k : Fin n) :
    A r k - fderiv ℝ (londonPhase A R) r (Pi.single k 1) =
      1 / 2 * ∑ j, (r j - R j) * B j k := by
  rw [potential_sub_grad_londonPhase hA]
  simp only [hB]
  rw [intervalIntegral.integral_mul_const, integral_id]
  ring

end

end LondonOrbitals
```

Here `B` is the constant field tensor B_jk, not the field vector. It comes out of the integral, and ∫₀¹ t dt = 1/2 leaves

A_k − ∂_k Φ = ½ Σ_j d_j B_jk

In three dimensions this is the familiar ½ B × (r − R), with B now the vector. Any continuously differentiable A with this field gives the same result, whatever its gauge.

A neighbouring case follows by the same argument, though it has no Lean proof here. If the field varies linearly in space, then F_jk(x_t) = F_jk(R) + t Σ_l d_l ∂_l F_jk, and integration gives

a_k = Σ_j d_j [ ½ F_jk(R) + ⅓ Σ_l d_l ∂_l F_jk ]

The second term is the source of the thirds in the planar example.

A calculation on a molecule with atom-centred orbitals also has to pass from one orbital to matrix elements between orbitals on different centres, which is not treated here. There the two phases generally do not cancel, and their difference stays inside the integral over space.

```lean
#print axioms LondonOrbitals.potential_sub_grad_londonPhase
#print axioms LondonOrbitals.kineticMomentum_londonOrbital
#print axioms LondonOrbitals.residualPotential_radial
#print axioms LondonOrbitals.uniform_field
```

```
'LondonOrbitals.potential_sub_grad_londonPhase' depends on axioms: [propext, Classical.choice, Quot.sound]
'LondonOrbitals.kineticMomentum_londonOrbital' depends on axioms: [propext, Classical.choice, Quot.sound]
'LondonOrbitals.residualPotential_radial' depends on axioms: [propext, Classical.choice, Quot.sound]
'LondonOrbitals.uniform_field' depends on axioms: [propext, Classical.choice, Quot.sound]
```
